# A diagonal sign gauge reverses the hopping matrix of a finite simple graph exactly when the graph is two-colourable

## Sites, bonds, hopping matrices and gauges

The sites form a finite set $V$, and the bonds form a simple graph $G$ on $V$. We write $i \sim j$, in Lean `G.Adj i j`, when sites $i$ and $j$ are bonded; the relation is symmetric and no site is bonded to itself. Amplitudes lie in a field $K$, which in physical use is $\mathbb{R}$ or $\mathbb{C}$.

```lean
import Mathlib

open Matrix

namespace HoppingSignDuality

variable {V : Type*} [Fintype V] [DecidableEq V] {K : Type*} [Field K]
```

A tight-binding Hamiltonian $\sum_{ij} H_{ij}\, c_i^\dagger c_j$, with $c_i$ the annihilation operator on site $i$, is fixed by its one-particle matrix $H$, and all statements below concern this matrix. We call $H$ a hopping matrix on $G$ if
$$H_{ij} \neq 0 \iff i \sim j .$$
The condition says that the graph records exactly the pairs of sites between which a particle can hop. It forces $H_{ii} = 0$, so on-site energies are excluded, and it requires every bond to carry a nonzero amplitude in both directions. The values of the amplitudes are free: they may differ from bond to bond, and $H$ is not assumed symmetric or Hermitian.

```lean
/-- `H` is a hopping matrix on the lattice `G`: the amplitude `H i j` is nonzero exactly when
the sites `i` and `j` are joined by a bond. -/
def HopsOn (G : SimpleGraph V) (H : Matrix V V K) : Prop :=
  ∀ i j, H i j ≠ 0 ↔ G.Adj i j
```

Replacing $c_i$ by $s_i c_i$ with $s_i = \pm 1$ changes $H_{ij}$ to $s_i H_{ij} s_j$. In matrix form this is $H \mapsto DHD$ with $D = \operatorname{diag}(s)$, and such a $D$ is a sign gauge. It is its own inverse, so $DHD$ is a change of basis.

```lean
/-- A site-sign gauge transformation: a diagonal matrix with entries `1` or `-1`. -/
def IsSignGauge (D : Matrix V V K) : Prop :=
  ∃ s : V → K, (∀ i, s i = 1 ∨ s i = -1) ∧ D = diagonal s
```

For complex amplitudes one may replace $c_i^\dagger$ by $u_i c_i^\dagger$ and $c_i$ by $\bar u_i c_i$. The condition $|u_i| = 1$ keeps the site orbitals normalised. The matrix changes to $u_i H_{ij} \bar u_j$, that is $H \mapsto D H D^\dagger$ with $D = \operatorname{diag}(u)$, a phase gauge. Lean writes $D^\dagger$ as `Dᴴ`.

```lean
/-- A site-phase gauge transformation: a complex diagonal matrix with entries of modulus one. -/
def IsPhaseGauge (D : Matrix V V ℂ) : Prop :=
  ∃ u : V → ℂ, (∀ i, ‖u i‖ = 1) ∧ D = diagonal u
```

A gauge reverses $H$ if it sends $H$ to $-H$. The graph is two-colourable, `G.Colorable 2`, if there is a map $c$ from $V$ to the colours $\{0, 1\}$ with $c(i) \neq c(j)$ whenever $i \sim j$. The colour $c(i)$ is unrelated to the operator $c_i$. This is the bipartite lattice of physics. Both colours need not occur, so a graph without bonds is two-colourable.

## Reversal as a condition on each bond

Let $a$ and $b$ be arbitrary functions from $V$ to $K$. The entries of the product are
$$\big(\operatorname{diag}(a)\, H \operatorname{diag}(b)\big)_{ij} = a_i H_{ij} b_j ,$$
so the equation $\operatorname{diag}(a) H \operatorname{diag}(b) = -H$ reads $H_{ij}\,(a_i b_j + 1) = 0$ for all $i, j$. Off the bonds $H_{ij} = 0$ and nothing is demanded. On a bond $H_{ij} \neq 0$ can be cancelled. Hence
$$\operatorname{diag}(a)\, H \operatorname{diag}(b) = -H \iff a_i b_j = -1 \text{ whenever } i \sim j .$$

```lean
/-- Multiplying a hopping matrix by site factors `a` on the left and `b` on the right reverses
it exactly when `a i * b j = -1` on every bond. -/
theorem reverses_iff_bonds {G : SimpleGraph V} {H : Matrix V V K} (hH : HopsOn G H)
    (a b : V → K) :
    diagonal a * H * diagonal b = -H ↔ ∀ i j, G.Adj i j → a i * b j = -1 := by
  constructor
  · intro h i j hij
    have e : (diagonal a * H * diagonal b) i j = (-H) i j := by rw [h]
    simp only [Matrix.mul_diagonal, Matrix.diagonal_mul, Matrix.neg_apply] at e
    -- cancel the nonzero amplitude on the bond
    apply mul_left_cancel₀ ((hH i j).2 hij)
    linear_combination e
  · intro h
    ext i j
    simp only [Matrix.mul_diagonal, Matrix.diagonal_mul, Matrix.neg_apply]
    by_cases hij : G.Adj i j
    · linear_combination (H i j) * h i j hij
    · have h0 : H i j = 0 := by
        by_contra hne
        exact hij ((hH i j).1 hne)
      simp [h0]
```

In the forward direction `e` is the $(i,j)$ entry of the matrix equation, and `mul_left_cancel₀` is the division by $H_{ij}$. In the backward direction the entries are split into bonds, where $a_i b_j = -1$ is multiplied by $H_{ij}$, and non-bonds, where `h0` gives $H_{ij} = 0$. The amplitudes have disappeared from the right-hand side, and they play no further part. Keeping $a$ and $b$ separate lets the same lemma serve for $a = b = s$ and for $a = u$, $b = \bar u$.

## Colourings and sublattices

A colouring by two colours carries the same information as a set $A$ of sites that every bond crosses, meaning that exactly one end of the bond lies in $A$. Given a colouring $c$, put $A = \{i : c(i) = 0\}$; two different colours from $\{0,1\}$ cannot both be $0$ or both be nonzero. Given $A$, colour its sites $0$ and the others $1$. Lean writes "exactly one end in $A$" as `¬ (i ∈ A ↔ j ∈ A)`. The vertex type `W` here need not be finite.

```lean
/-- A lattice is two-colourable exactly when there is a sublattice `A` such that every bond has
one end in `A` and the other end outside `A`. -/
theorem colorable_iff_sublattice {W : Type*} (G : SimpleGraph W) :
    G.Colorable 2 ↔ ∃ A : Set W, ∀ i j, G.Adj i j → ¬ (i ∈ A ↔ j ∈ A) := by
  classical
  constructor
  · rintro ⟨c⟩
    have key : ∀ a b : Fin 2, a ≠ b → ¬ (a = 0 ↔ b = 0) := by decide
    exact ⟨{i | c i = 0}, fun i j hij => key _ _ (c.valid hij)⟩
  · rintro ⟨A, h⟩
    refine ⟨SimpleGraph.Coloring.mk (fun i => if i ∈ A then (0 : Fin 2) else 1) ?_⟩
    intro i j hij
    have hb := h i j hij
    by_cases hi : i ∈ A <;> by_cases hj : j ∈ A
    · exact absurd (iff_of_true hi hj) hb
    · simp [hi, hj]
    · simp [hi, hj]
    · exact absurd (iff_of_false hi hj) hb
```

The fact about two colours is `key`, settled by `decide` over the four pairs in `Fin 2`. The converse runs through the four possible positions of the two ends: two contradict the crossing condition, and the other two give different colours.

## Sign gauges and bipartite lattices

Take $a = b = s$ with $s_i = \pm 1$. Reversal means $s_i s_j = -1$ on every bond. If this holds, the two ends of a bond have opposite signs, since equal signs give the product $+1$, and the set $A = \{i : s_i = 1\}$ is crossed by every bond. Conversely, if $A$ is crossed by every bond, the staggered sign $s_i = +1$ on $A$ and $s_i = -1$ off $A$ has $s_i s_j = -1$ on every bond. So for a hopping matrix $H$ on $G$,
$$\exists \text{ sign gauge } D \text{ with } DHD = -H \iff G \text{ is two-colourable.}$$
The argument uses $1 \neq -1$ in $K$. The hypothesis `CharZero K` supplies this and holds for real and complex amplitudes; in a field with $1 = -1$ one has $H = -H$, and the identity matrix would reverse every $H$.

```lean
/-- For any hopping matrix `H` on a finite lattice, a site-sign gauge `D` with `D H D = -H`
exists if and only if the lattice is two-colourable. -/
theorem signGauge_iff_colorable [CharZero K] {G : SimpleGraph V} {H : Matrix V V K}
    (hH : HopsOn G H) :
    (∃ D, IsSignGauge D ∧ D * H * D = -H) ↔ G.Colorable 2 := by
  classical
  rw [colorable_iff_sublattice]
  constructor
  · rintro ⟨D, ⟨s, hs, rfl⟩, h⟩
    rw [reverses_iff_bonds hH] at h
    -- the sites carrying the sign +1 form the sublattice
    have key : ∀ a b : K, (a = 1 ∨ a = -1) → (b = 1 ∨ b = -1) → a * b = -1 →
        ¬ (a = 1 ↔ b = 1) := by
      rintro a b (rfl | rfl) (rfl | rfl) hab <;>
        first
          | (norm_num at hab; done)
          | norm_num
    exact ⟨{i | s i = 1}, fun i j hij => key _ _ (hs i) (hs j) (h i j hij)⟩
  · rintro ⟨A, h⟩
    -- staggered sign: +1 on the sublattice, -1 on its complement
    refine ⟨diagonal (fun i => if i ∈ A then (1 : K) else -1), ⟨_, ?_, rfl⟩, ?_⟩
    · intro i
      by_cases hi : i ∈ A <;> simp [hi]
    · rw [reverses_iff_bonds hH]
      intro i j hij
      have hb := h i j hij
      by_cases hi : i ∈ A <;> by_cases hj : j ∈ A
      · exact absurd (iff_of_true hi hj) hb
      · simp [hi, hj]
      · simp [hi, hj]
      · exact absurd (iff_of_false hi hj) hb
```

The proof rewrites the right side by `colorable_iff_sublattice` and the matrix equation by `reverses_iff_bonds`. The local `key` goes through the four sign pairs: for equal signs `norm_num at hab` finds the contradiction $1 = -1$, and for opposite signs exactly one factor equals $1$.

The real adjacency matrix `G.adjMatrix ℝ`, written $A_G$ here to keep it apart from the sublattice $A$, has entry $1$ on bonds and $0$ elsewhere. It is therefore a hopping matrix on $G$, with uniform amplitude, and the theorem specialises to: a diagonal $D$ with entries $\pm 1$ and $D A_G D = -A_G$ exists if and only if $G$ is two-colourable.

```lean
/-- For the real adjacency matrix `A` of a finite simple graph, a diagonal matrix `D` with
entries `1` or `-1` and `D A D = -A` exists if and only if the graph is two-colourable. -/
theorem adjMatrix_signGauge_iff_colorable (G : SimpleGraph V) [DecidableRel G.Adj] :
    (∃ D, IsSignGauge D ∧ D * G.adjMatrix ℝ * D = -G.adjMatrix ℝ) ↔ G.Colorable 2 := by
  apply signGauge_iff_colorable
  intro i j
  by_cases h : G.Adj i j <;> simp [SimpleGraph.adjMatrix_apply, h]
```

For a non-interacting tight-binding or Hückel model on a finite bipartite lattice with no on-site terms, the overall sign of the hopping can thus be absorbed into the signs of the site orbitals, and since $H\psi = E\psi$ gives $H(D\psi) = -E\,(D\psi)$, the one-particle spectrum is symmetric about zero: nonzero levels come in pairs $\pm E$, while a level at $E = 0$ is its own partner and need not be doubled (a single site, or a uniform three-site chain, has exactly one). On Jordan–Wigner qubits the gauge is conjugation by the Pauli operators $Z_i$ of the sites with $s_i = -1$, because $Z_i$ flips the sign of $c_i$ and commutes with the $c_j$ of the other sites. The Lean theorems concern the matrices only; the statements about spectra and qubits are not formalised here.

## Complex phases reverse no further lattices

Take $K = \mathbb{C}$, $a = u$ and $b = \bar u$ with $|u_i| = 1$. Reversal means $u_i \bar u_j = -1$ on every bond. Multiplying by $u_j$ and using $u_j \bar u_j = 1$ gives $u_i = -u_j$: neighbouring phases are opposite points of the unit circle. To turn this into a sublattice, let $P$ be the half-plane
$$P = \{z : \operatorname{Re} z > 0\} \cup \{z : \operatorname{Re} z = 0,\ \operatorname{Im} z > 0\}.$$
For $z \neq 0$ exactly one of $z$ and $-z$ lies in $P$: the sign of the real part decides, and on the imaginary axis the sign of the imaginary part decides. Then $A = \{i : u_i \in P\}$ is crossed by every bond. Conversely, on a two-colourable graph the staggered sign gauge is already a phase gauge, with $D^\dagger = D$. So a phase gauge with $DHD^\dagger = -H$ exists if and only if $G$ is two-colourable.

```lean
/-- For any complex hopping matrix `H` on a finite lattice, a site-phase gauge `D` with
`D H Dᴴ = -H` exists if and only if the lattice is two-colourable. -/
theorem phaseGauge_iff_colorable {G : SimpleGraph V} {H : Matrix V V ℂ} (hH : HopsOn G H) :
    (∃ D, IsPhaseGauge D ∧ D * H * Dᴴ = -H) ↔ G.Colorable 2 := by
  constructor
  · rintro ⟨D, ⟨u, hu, rfl⟩, h⟩
    rw [diagonal_conjTranspose, reverses_iff_bonds hH] at h
    rw [colorable_iff_sublattice]
    -- a half-plane that contains exactly one of z and -z
    have key : ∀ x y : ℝ, ¬ (x = 0 ∧ y = 0) →
        ¬ ((0 < -x ∨ -x = 0 ∧ 0 < -y) ↔ (0 < x ∨ x = 0 ∧ 0 < y)) := by
      intro x y hxy hiff
      rcases lt_trichotomy x 0 with hx | hx | hx
      · rcases hiff.1 (Or.inl (by linarith)) with h1 | ⟨h1, _⟩ <;> linarith
      · rcases lt_trichotomy y 0 with hy | hy | hy
        · rcases hiff.1 (Or.inr ⟨by linarith, by linarith⟩) with h1 | ⟨_, h1⟩ <;> linarith
        · exact hxy ⟨hx, hy⟩
        · rcases hiff.2 (Or.inr ⟨hx, hy⟩) with h1 | ⟨_, h1⟩ <;> linarith
      · rcases hiff.2 (Or.inl hx) with h1 | ⟨h1, _⟩ <;> linarith
    refine ⟨{i | 0 < (u i).re ∨ (u i).re = 0 ∧ 0 < (u i).im}, fun i j hij => ?_⟩
    have e : u i * (starRingEnd ℂ) (u j) = -1 := h i j hij
    have hj : u j * (starRingEnd ℂ) (u j) = 1 := by
      rw [Complex.mul_conj, Complex.normSq_eq_norm_sq, hu j]
      simp
    -- neighbouring phases are opposite
    have hflip : u i = -u j := by linear_combination (u j) * e - (u i) * hj
    have hne : ¬ ((u j).re = 0 ∧ (u j).im = 0) := by
      rintro ⟨h1, h2⟩
      have h0 : u j = 0 := Complex.ext (by simpa using h1) (by simpa using h2)
      rw [h0] at hj
      simp at hj
    simp only [Set.mem_ofPred_eq, hflip, Complex.neg_re, Complex.neg_im]
    exact key _ _ hne
  · intro hc
    obtain ⟨D, ⟨s, hs, rfl⟩, h⟩ := (signGauge_iff_colorable hH).2 hc
    have hstar : star s = s := by
      funext i
      rcases hs i with h1 | h1 <;> simp [h1]
    refine ⟨diagonal s, ⟨s, fun i => ?_, rfl⟩, ?_⟩
    · rcases hs i with h1 | h1 <;> simp [h1]
    · rw [diagonal_conjTranspose, hstar]
      exact h
```

Here `key` is the half-plane property for $z = x + \mathrm{i}y$, proved by trichotomy on $x$ and, when $x = 0$, on $y$. The steps `e`, `hj` and `hflip` are the three equations above, with `starRingEnd ℂ` the complex conjugation, and `hne` excludes $u_j = 0$. The converse calls `signGauge_iff_colorable` and uses `hstar`, which says $\bar s = s$.

The dagger matters. If the form $DHD = -H$ is carried over from the sign case to phases, the constant choice $u_i = \mathrm{i}$ gives $DHD = \mathrm{i}^2 H = -H$ on every graph, and the equivalence with two-colourability fails. That map is not a change of basis, and under the correct action $DHD^\dagger$ a constant phase leaves $H$ unchanged.

## Uniqueness up to a global sign on a connected lattice

Let $s$ and $t$ be two sign patterns that both reverse $H$. On a bond, $s_i s_j = -1$ multiplied by $s_j$ gives $s_i = -s_j$, because $s_j^2 = 1$, and likewise $t_i = -t_j$. The relative sign is then equal at the two ends: $s_i t_i = s_j t_j$. By induction on the length of a walk it is equal at the two ends of any walk. Suppose $G$ is connected, so that a particle can reach every site from every other by hopping. Fix a site $v$. Then $s_i t_i = s_v t_v$ for all $i$, and multiplying by $s_i$ gives
$$t_i = s_i\,(s_v t_v), \qquad s_v t_v = \pm 1 .$$
With $D = \operatorname{diag}(s)$ and $D' = \operatorname{diag}(t)$ this is $D' = D$ or $D' = -D$.

```lean
/-- On a connected lattice two site-sign gauges that both reverse the hopping matrix agree up
to a global sign. -/
theorem signGauge_unique {G : SimpleGraph V} {H D D' : Matrix V V K} (hH : HopsOn G H)
    (hG : G.Connected) (hD : IsSignGauge D) (hD' : IsSignGauge D')
    (h : D * H * D = -H) (h' : D' * H * D' = -H) : D' = D ∨ D' = -D := by
  obtain ⟨s, hs, rfl⟩ := hD
  obtain ⟨t, ht, rfl⟩ := hD'
  rw [reverses_iff_bonds hH] at h h'
  have sqs : ∀ i, s i * s i = 1 := fun i => by rcases hs i with h1 | h1 <;> simp [h1]
  have sqt : ∀ i, t i * t i = 1 := fun i => by rcases ht i with h1 | h1 <;> simp [h1]
  -- the relative sign is the same at both ends of a bond, hence along every walk
  have edge : ∀ i j, G.Adj i j → s i * t i = s j * t j := by
    intro i j hij
    have e1 : s i = -s j := by linear_combination (s j) * h i j hij - (s i) * sqs j
    have e2 : t i = -t j := by linear_combination (t j) * h' i j hij - (t i) * sqt j
    rw [e1, e2]
    ring
  have walk : ∀ i j, G.Walk i j → s i * t i = s j * t j := by
    intro i j w
    induction w with
    | nil => rfl
    | cons hadj _ ih => exact (edge _ _ hadj).trans ih
  obtain ⟨v⟩ := hG.nonempty
  have rel : ∀ i, t i = s i * (s v * t v) := by
    intro i
    obtain ⟨w⟩ := hG.preconnected i v
    linear_combination (s i) * walk i v w - (t i) * sqs i
  have hc : s v * t v = 1 ∨ s v * t v = -1 := by
    rcases hs v with h1 | h1 <;> rcases ht v with h2 | h2 <;> simp [h1, h2]
  rcases hc with hc | hc
  · have hts : t = s := funext fun i => by linear_combination rel i + (s i) * hc
    left
    rw [hts]
  · have hneg : ∀ i, t i = -s i := fun i => by linear_combination rel i + (s i) * hc
    right
    ext i j
    rw [Matrix.neg_apply, Matrix.diagonal_apply, Matrix.diagonal_apply]
    by_cases hij : i = j <;> simp [hij, hneg]
```

The names `edge`, `walk`, `rel` and `hc` mark these four steps in order. In Mathlib `G.Connected` includes that $V$ is nonempty, which provides $v$. The theorem holds over any field and concerns sign gauges only. Without connectedness, and with $1 \neq -1$ in $K$, it fails already for two unbonded sites, where $H = 0$ is reversed by both $\operatorname{diag}(1,1)$ and $\operatorname{diag}(1,-1)$. For a single site the graph is connected, $H = 0$, and the two gauges are $1$ and $-1$.

## The triangle and the dimer

The smallest graph that is not two-colourable is the ring of three sites $0, 1, 2$, in which every pair is bonded; in Lean it is the complete graph `⊤` on `Fin 3`. The colours $c(0), c(1), c(2)$ would have to be pairwise different with only two colours available. By the phase theorem no phase gauge reverses a complex hopping matrix on the triangle, whatever the nonzero amplitudes and whatever magnetic flux their phases encode. The condition $u_0 = -u_1 = u_2 = -u_0$ shows the same thing directly. The spectrum can still be symmetric about zero without such a gauge: for $H_{01} = H_{12} = H_{20} = \mathrm{i}$ and $H_{10} = H_{21} = H_{02} = -\mathrm{i}$ the levels are $0$ and $\pm\sqrt{3}$.

```lean
/-- No site-phase gauge reverses a complex hopping matrix on the three-site ring. -/
theorem triangle_not_reversible {H : Matrix (Fin 3) (Fin 3) ℂ}
    (hH : HopsOn (⊤ : SimpleGraph (Fin 3)) H) :
    ¬ ∃ D, IsPhaseGauge D ∧ D * H * Dᴴ = -H := by
  rw [phaseGauge_iff_colorable hH]
  rintro ⟨c⟩
  have key : ∀ x y z : Fin 2, x ≠ y → y ≠ z → x ≠ z → False := by decide
  have adj : ∀ i j : Fin 3, i ≠ j → (⊤ : SimpleGraph (Fin 3)).Adj i j := fun _ _ hij => hij
  exact key (c 0) (c 1) (c 2) (c.valid (adj 0 1 (by decide))) (c.valid (adj 1 2 (by decide)))
    (c.valid (adj 0 2 (by decide)))
```

After the rewrite, `key` is the pigeonhole statement for three elements of `Fin 2`, and `c.valid` is applied to the bonds $0\sim1$, $1\sim2$ and $0\sim2$.

The smallest graph with a bond is the dimer on sites $0$ and $1$. Take the imaginary hopping and the gauge
$$H = \begin{pmatrix} 0 & \mathrm{i} \\ -\mathrm{i} & 0 \end{pmatrix}, \qquad D = \begin{pmatrix} 1 & 0 \\ 0 & -1 \end{pmatrix}.$$
The matrix $H$ is nonzero exactly off the diagonal, so it is a hopping matrix on the single bond, and $D = \operatorname{diag}(s)$ with $s_0 = 1$, $s_1 = -1$. The entries of $DHD$ are $s_0 H_{01} s_1 = -\mathrm{i}$ and $s_1 H_{10} s_0 = \mathrm{i}$, with zeros on the diagonal, which is $-H$. In terms of the Pauli matrices $H = -\sigma_y$ and $D = \sigma_z$, and the identity is $\sigma_z \sigma_y \sigma_z = -\sigma_y$. The theorem states the three properties together, and the proof checks each entry by `fin_cases` with the sign pattern `![1, -1]`.

```lean
/-- The two-site dimer with imaginary hopping is a hopping matrix on its single bond, and the
site-sign gauge `diag(1, -1)` reverses it. -/
theorem dimer_witness :
    HopsOn (⊤ : SimpleGraph (Fin 2)) !![0, Complex.I; -Complex.I, 0] ∧
      IsSignGauge !![(1 : ℂ), 0; 0, -1] ∧
      !![(1 : ℂ), 0; 0, -1] * !![0, Complex.I; -Complex.I, 0] * !![(1 : ℂ), 0; 0, -1]
        = -!![0, Complex.I; -Complex.I, 0] := by
  refine ⟨?_, ⟨![1, -1], ?_, ?_⟩, ?_⟩
  · intro i j
    fin_cases i <;> fin_cases j <;> simp
  · intro i
    fin_cases i <;> simp
  · ext i j
    fin_cases i <;> fin_cases j <;> simp
  · ext i j
    fin_cases i <;> fin_cases j <;> simp [Matrix.mul_apply, Fin.sum_univ_succ]

end HoppingSignDuality
```

```lean
#print axioms HoppingSignDuality.adjMatrix_signGauge_iff_colorable
#print axioms HoppingSignDuality.signGauge_unique
#print axioms HoppingSignDuality.triangle_not_reversible
```

```
'HoppingSignDuality.adjMatrix_signGauge_iff_colorable' depends on axioms: [propext, Classical.choice, Quot.sound]
'HoppingSignDuality.signGauge_unique' depends on axioms: [propext, Classical.choice, Quot.sound]
'HoppingSignDuality.triangle_not_reversible' depends on axioms: [propext, Classical.choice, Quot.sound]
```
